# The exchange-weighted integral of the reduced squared gradient, if finite, is positive for a positive, smooth radial density with a nonzero slope away from the nucleus

Let n(r) be a spherical density that is positive for r ≥ 0 and twice differentiable for r > 0, with n and n' continuous up to the nucleus at r = 0. `integral_p_pos` concerns its reduced squared gradient p = n'²/(4k²n²), where k = (3π²n)^(1/3) is the local Fermi wave vector. It states that the integral of wp over r > 0, with the exchange weight w = r²n^(4/3), is strictly positive if wp is integrable and n' is nonzero at some s > 0. The density need not be normalised, and the integral is not divided by the integral of w. The proof shows that wp is nonnegative and continuous for r > 0, so that a zero integral would make it vanish at every such r, whereas it is positive at s.

The first attempt, which Lean rejects:

```lean
import Mathlib

open Real Set Filter Topology MeasureTheory

namespace SemilocalGradient

noncomputable section

/-- A positive radial density `n` on `r ≥ 0` with first and second radial derivatives `n'`, `n''`
for `r > 0`; `n` and `n'` are continuous up to the nucleus at `r = 0`. -/
structure RadialDensity where
  n : ℝ → ℝ
  n' : ℝ → ℝ
  n'' : ℝ → ℝ
  pos : ∀ r, 0 ≤ r → 0 < n r
  deriv_n : ∀ r, 0 < r → HasDerivAt n (n' r) r
  deriv_n' : ∀ r, 0 < r → HasDerivAt n' (n'' r) r
  cont_n : ContinuousWithinAt n (Ici 0) 0
  cont_n' : ContinuousWithinAt n' (Ici 0) 0

variable (ρ : RadialDensity)

/-- The local Fermi wave vector `k = (3π²n)^(1/3)`. -/
def RadialDensity.k (r : ℝ) : ℝ := (3 * π ^ 2 * ρ.n r) ^ (1 / 3 : ℝ)

/-- The radial exchange weight `w = r² n^(4/3)`. -/
def RadialDensity.w (r : ℝ) : ℝ := r ^ 2 * ρ.n r ^ (4 / 3 : ℝ)

/-- The reduced squared gradient `p = n'²/(4k²n²)`, for `r ≥ 0`. -/
def RadialDensity.p (r : ℝ) : ℝ := ρ.n' r ^ 2 / (4 * ρ.k r ^ 2 * ρ.n r ^ 2)

/-- If `wp` is integrable and the density has a nonzero slope at some `s > 0`, the weighted integral
of `p` is strictly positive. -/
theorem integral_p_pos (hp : IntegrableOn (fun r => ρ.w r * ρ.p r) (Ioi 0))
    {s : ℝ} (hs : 0 < s) (hslope : ρ.n' s ≠ 0) :
    0 < ∫ r in Ioi (0 : ℝ), ρ.w r * ρ.p r := by
  have hk : ∀ r, 0 < r → 0 < ρ.k r := fun r hr =>
    Real.rpow_pos_of_pos (mul_pos (by positivity) (ρ.pos r hr.le)) _
  have hnn : ∀ r ∈ Ioi (0 : ℝ), 0 ≤ ρ.w r * ρ.p r := by
    intro r hr
    have hn := ρ.pos r (le_of_lt hr)
    unfold RadialDensity.w RadialDensity.p
    positivity
  have hcont : ContinuousOn (fun r => ρ.w r * ρ.p r) (Ioi 0) := by
    intro r hr
    have hn := ρ.pos r (le_of_lt hr)
    have hkr := hk r hr
    have cn := (ρ.deriv_n r hr).continuousAt
    have ck : ContinuousAt ρ.k r :=
      (continuousAt_const.mul cn).rpow_const (Or.inl (by positivity))
    have cw : ContinuousAt ρ.w r :=
      (continuousAt_id.pow 2).mul (cn.rpow_const (Or.inl hn.ne'))
    have cp : ContinuousAt ρ.p r := ((ρ.deriv_n' r hr).continuousAt.pow 2).div
      ((continuousAt_const.mul (ck.pow 2)).mul (cn.pow 2)) (by positivity)
    exact (cw.mul cp).continuousWithinAt
  refine lt_of_le_of_ne (setIntegral_nonneg measurableSet_Ioi hnn) fun h0 => ?_
  -- a continuous nonnegative integrand with zero integral vanishes everywhere
  have hae := (integral_eq_zero_iff_of_nonneg_ae
    (ae_restrict_of_forall_mem measurableSet_Ioi hnn) hp).mp h0.symm
  have hz : ρ.w s * ρ.p s = 0 :=
    Measure.eqOn_open_of_ae_eq hae isOpen_Ioi hcont continuous_zero.continuousOn hs
  have hn := ρ.pos s hs.le
  have hks := hk s hs
  have : 0 < ρ.w s * ρ.p s := by
    unfold RadialDensity.w RadialDensity.p
    positivity
  exact this.ne' hz

end

end SemilocalGradient
```

Messages:

```
Main.lean:50:57: error: failed to prove positivity/nonnegativity/nonzeroness
```

What went wrong. The error is in the proof that `ρ.k` is continuous. `rpow_const` needs the base of the power to be nonzero at `r` or the exponent to be nonnegative; `Or.inl` chooses the first, and `positivity` is left to prove it. The message says that `positivity` could not establish the sign or nonzeroness of the expression it was given.

The mathematics is not at fault, since 3π²n(r) is positive and the repaired file proves `3 * π ^ 2 * ρ.n r ≠ 0` with the same tactic. What differs is the form of the goal. In the failing line the base is nowhere written out, and Lean has to infer it from `continuousAt_const.mul cn` and the definition of `ρ.k`. The form it arrived at was one `positivity` could not handle, though the message doesn't display it.

The repair writes the base out. `h3` states the nonzeroness explicitly, where `positivity` can read it, and `c3` states the continuity of the same explicit function. `rpow_const` then takes both as they stand, and no tactic has to work on an inferred goal in this step.

After these edits no error is left:

```diff
@@ -47,6 +47,7 @@
     have hkr := hk r hr
     have cn := (ρ.deriv_n r hr).continuousAt
-    have ck : ContinuousAt ρ.k r :=
-      (continuousAt_const.mul cn).rpow_const (Or.inl (by positivity))
+    have h3 : 3 * π ^ 2 * ρ.n r ≠ 0 := by positivity
+    have c3 : ContinuousAt (fun t => 3 * π ^ 2 * ρ.n t) r := continuousAt_const.mul cn
+    have ck : ContinuousAt ρ.k r := c3.rpow_const (Or.inl h3)
     have cw : ContinuousAt ρ.w r :=
       (continuousAt_id.pow 2).mul (cn.rpow_const (Or.inl hn.ne'))
```
